# Midway between thresholds, the conductance of a saddle-point constriction exceeds a whole number of conductance quanta by an exponentially bounded amount

Consider a constriction whose channels open at energies 1/2, 3/2, 5/2, …, measured from the saddle in units of ħω_y. Let T(ε) be the transmission of a channel at energy ε above its threshold. At energy 1, midway between the first two thresholds, the total transmission is

T(1/2) + T(−1/2) + T(−3/2) + T(−5/2) + …

For a parabolic barrier T(ε) + T(−ε) = 1, so the first two terms give exactly 1. What the open channel fails to transmit, the first closed channel supplies by tunnelling. The excess over 1 is the tunnelling through the remaining channels.

## Pairing channels across the plateau

The potential is an inverted parabola of frequency ω_x along the current and a confining parabola of frequency ω_y across it. With r = ω_y/ω_x > 0, the transmission and the conductance in units of the conductance quantum are

T(ε) = 1/(1 + exp(−2πrε)),
G(E) = Σ_{n≥0} T(E − n − 1/2).

The claim is that for every natural number N

0 < G(N) − N < exp(−2πr(N + 1/2))/(1 − exp(−2πr)).

Put x = exp(2πrε). Then T(ε) = x/(1 + x) < x and T(−ε) = 1/(1 + x), so the two transmissions add up to 1.

For channel n the factor x is x_n = a qⁿ, with a = exp(2πr(E − 1/2)) and q = exp(−2πr) < 1. These factors sum to a/(1 − q), so G(E) converges. Splitting off the term n = 0 at energy E + 1 gives

G(E + 1) = T(E + 1/2) + G(E).

This yields G(N) = N + G(−N) by induction. The case N = 0 is trivial. For the step, use the shift at E = N and at E = −N − 1:

G(N + 1) = T(N + 1/2) + N + G(−N)
= T(N + 1/2) + T(−N − 1/2) + N + G(−N − 1)
= N + 1 + G(−(N + 1)).

Since 0 < x_n ≤ a, each term obeys x_n/(1 + a) ≤ T(E − n − 1/2) < x_n. Summing,

a/((1 − q)(1 + a)) ≤ G(E) < a/(1 − q).

At E = −N we have a = exp(−2πr(N + 1/2)), and the claim follows. Dividing by a and letting N grow, so that a → 0, shows that (G(N) − N)/a → 1/(1 − q). At fixed r, no smaller prefactor independent of N would serve for all N.

For non-interacting electrons at zero temperature and small bias, this bounds how far the mid-plateau conductance of an ideal saddle-shaped point contact lies from its quantised value. The bound is small only if r(N + 1/2) is large enough; at fixed N it grows without limit as r → 0.

## The model in Lean

```lean
import Mathlib

open Real Filter Topology

namespace SaddlePointMidPlateau

noncomputable section
```

Energies and conductances are dimensionless real numbers. The parabolic-barrier transmission is taken as a definition, not derived from the Schrödinger equation.

```lean
/-- Transmission probability of one channel of a saddle-point constriction, at energy `ε`
above the channel threshold in units of `ħω_y`, with `r = ω_y/ω_x`. -/
def transmission (r ε : ℝ) : ℝ := 1 / (1 + Real.exp (-(2 * π * r * ε)))
```

Summing over channels is the Landauer formula without mixing between channels, also taken as a definition.

```lean
/-- Conductance, in units of the conductance quantum, at energy `E` above the saddle in units
of `ħω_y`: the sum of the transmissions of all channels, with thresholds at `n + 1/2`. -/
def conductance (r E : ℝ) : ℝ := ∑' n : ℕ, transmission r (E - n - 1 / 2)
```

## Symmetry and convergence

The first lemma clears denominators and uses exp(y)·exp(−y) = 1. The second is the pairing rule.

```lean
/-- The transmission written as a Boltzmann-like factor `x` divided by `1 + x`. -/
theorem transmission_eq (r ε : ℝ) :
    transmission r ε = Real.exp (2 * π * r * ε) / (1 + Real.exp (2 * π * r * ε)) := by
  have h : Real.exp (2 * π * r * ε) * Real.exp (-(2 * π * r * ε)) = 1 := by
    rw [← Real.exp_add, add_neg_cancel, Real.exp_zero]
  unfold transmission
  rw [div_eq_div_iff (by positivity) (by positivity)]
  linear_combination -h

/-- The transmissions at equal distances above and below a threshold add up to one. -/
theorem transmission_add_neg (r ε : ℝ) :
    transmission r ε + transmission r (-ε) = 1 := by
  have h : -(2 * π * r * -ε) = 2 * π * r * ε := by ring
  rw [transmission_eq r ε]
  unfold transmission
  rw [h, ← add_div, add_comm (Real.exp _) 1]
  exact div_self (by positivity)
```

Next, the factors x_n are rewritten as a qⁿ and summed as a geometric series.

```lean
/-- The exponential tunnelling factors of all channels sum to the factor of the lowest channel
divided by `1 - exp(-2πr)`. -/
theorem hasSum_tunnelling {r : ℝ} (hr : 0 < r) (E : ℝ) :
    HasSum (fun n : ℕ => Real.exp (2 * π * r * (E - n - 1 / 2)))
      (Real.exp (2 * π * r * (E - 1 / 2)) / (1 - Real.exp (-(2 * π * r)))) := by
  have hq : Real.exp (-(2 * π * r)) < 1 :=
    Real.exp_lt_one_iff.mpr (neg_lt_zero.mpr (by positivity))
  have h := (hasSum_geometric_of_lt_one (Real.exp_pos _).le hq).mul_left
    (Real.exp (2 * π * r * (E - 1 / 2)))
  have hf : (fun n : ℕ => Real.exp (2 * π * r * (E - n - 1 / 2))) =
      fun n : ℕ => Real.exp (2 * π * r * (E - 1 / 2)) * Real.exp (-(2 * π * r)) ^ n := by
    funext n
    rw [← Real.exp_nat_mul, ← Real.exp_add]
    congr 1
    ring
  rw [hf, div_eq_mul_inv (Real.exp (2 * π * r * (E - 1 / 2)))]
  exact h
```

Comparison with that series gives convergence of the channel sum. This matters because Lean's `∑'` returns 0 for a series that is not summable.

```lean
/-- At every energy the sum over channels converges to the conductance. -/
theorem hasSum_conductance {r : ℝ} (hr : 0 < r) (E : ℝ) :
    HasSum (fun n : ℕ => transmission r (E - n - 1 / 2)) (conductance r E) := by
  have hs : Summable (fun n : ℕ => transmission r (E - n - 1 / 2)) := by
    refine Summable.of_nonneg_of_le (fun n => ?_) (fun n => ?_) (hasSum_tunnelling hr E).summable
    · unfold transmission
      positivity
    · rw [transmission_eq]
      exact div_le_self (Real.exp_pos _).le (by linarith [Real.exp_pos (2 * π * r * (E - n - 1 / 2))])
  exact hs.hasSum
```

## Shift and reflection

`tsum_eq_zero_add` splits off the lowest channel.

```lean
/-- Raising the energy by one subband spacing adds the transmission of one more channel. -/
theorem conductance_add_one {r : ℝ} (hr : 0 < r) (E : ℝ) :
    conductance r (E + 1) = transmission r (E + 1 / 2) + conductance r E := by
  have h0 : E + 1 - ((0 : ℕ) : ℝ) - 1 / 2 = E + 1 / 2 := by push_cast; ring
  have h1 : ∀ n : ℕ, E + 1 - ((n + 1 : ℕ) : ℝ) - 1 / 2 = E - n - 1 / 2 := by
    intro n
    push_cast
    ring
  have h := (hasSum_conductance hr (E + 1)).summable.tsum_eq_zero_add
  simp only [h0, h1] at h
  exact h
```

In the induction, `h1` and `h2` are the two shifts used above and `h3` is the pairing rule; `linarith` adds them to the induction hypothesis.

```lean
/-- Reflection identity: the conductance at energy `N` above the saddle exceeds `N` by exactly
the conductance at energy `N` below the saddle. -/
theorem conductance_reflection {r : ℝ} (hr : 0 < r) (N : ℕ) :
    conductance r N = N + conductance r (-N) := by
  induction N with
  | zero => simp
  | succ N ih =>
    -- one channel is gained above the saddle, and its mirror image is lost below
    have h1 := conductance_add_one hr (N : ℝ)
    have h2 := conductance_add_one hr (-(N : ℝ) - 1)
    have h3 := transmission_add_neg r ((N : ℝ) + 1 / 2)
    have e1 : -(N : ℝ) - 1 + 1 = -N := by ring
    have e2 : -(N : ℝ) - 1 + 1 / 2 = -((N : ℝ) + 1 / 2) := by ring
    have e3 : -((N : ℝ) + 1) = -(N : ℝ) - 1 := by ring
    rw [e1, e2] at h2
    push_cast
    rw [e3]
    linarith
```

## Bounds on the excess

The lower bound compares the series term by term. The upper bound is strict because `hasSum_lt` needs strict inequality in only one term, here n = 0.

```lean
/-- At any energy the conductance is less than the sum of the exponential tunnelling factors, and at
least that sum divided by one plus the factor of the lowest channel. -/
theorem conductance_bounds {r : ℝ} (hr : 0 < r) (E : ℝ) :
    Real.exp (2 * π * r * (E - 1 / 2)) / (1 - Real.exp (-(2 * π * r))) /
        (1 + Real.exp (2 * π * r * (E - 1 / 2))) ≤ conductance r E ∧
      conductance r E <
        Real.exp (2 * π * r * (E - 1 / 2)) / (1 - Real.exp (-(2 * π * r))) := by
  have hlt : ∀ n : ℕ, transmission r (E - n - 1 / 2) <
      Real.exp (2 * π * r * (E - n - 1 / 2)) := by
    intro n
    rw [transmission_eq]
    exact div_lt_self (Real.exp_pos _)
      (by linarith [Real.exp_pos (2 * π * r * (E - n - 1 / 2))])
  constructor
  · refine hasSum_le (fun n => ?_) ((hasSum_tunnelling hr E).div_const _)
      (hasSum_conductance hr E)
    -- the lowest channel has the largest tunnelling factor
    have hn : (0 : ℝ) ≤ n := n.cast_nonneg
    have hle : Real.exp (2 * π * r * (E - n - 1 / 2)) ≤ Real.exp (2 * π * r * (E - 1 / 2)) :=
      Real.exp_le_exp.mpr (mul_le_mul_of_nonneg_left (by linarith) (by positivity))
    rw [transmission_eq]
    exact div_le_div_of_nonneg_left (Real.exp_pos _).le (by positivity) (by linarith)
  · exact hasSum_lt (fun n => (hlt n).le) (hlt 0) (hasSum_conductance hr E)
      (hasSum_tunnelling hr E)
```

The main theorem assumes only `0 < r` and a natural number `N`, which is read as a real energy in `conductance r N`. For N ≥ 1 this energy lies midway between two thresholds; for N = 0 it is the saddle energy, half a spacing below the first threshold. The proof replaces the excess by G(−N) and applies the bounds at E = −N.

```lean
/-- At energy `N` above the saddle, in units of `ħω_y`, the conductance exceeds `N`, by less than
`exp(-2πr(N + 1/2)) / (1 - exp(-2πr))`. -/
theorem midplateau_excess {r : ℝ} (hr : 0 < r) (N : ℕ) :
    0 < conductance r N - N ∧
      conductance r N - N <
        Real.exp (-(2 * π * r * (N + 1 / 2))) / (1 - Real.exp (-(2 * π * r))) := by
  have hq : 0 < 1 - Real.exp (-(2 * π * r)) :=
    sub_pos.mpr (Real.exp_lt_one_iff.mpr (neg_lt_zero.mpr (by positivity)))
  obtain ⟨hl, hu⟩ := conductance_bounds hr (-(N : ℝ))
  have e : 2 * π * r * (-(N : ℝ) - 1 / 2) = -(2 * π * r * (N + 1 / 2)) := by ring
  rw [e] at hl hu
  rw [conductance_reflection hr N, add_sub_cancel_left]
  exact ⟨lt_of_lt_of_le (by positivity) hl, hu⟩
```

The last theorem states the limit at fixed r. Here `he` says that a → 0, `hlow` gives the limit of the lower bound divided by a, and the scaled excess is squeezed between that bound and the constant 1/(1 − q).

```lean
/-- Divided by `exp(-2πr(N + 1/2))`, the excess over `N` of the conductance at energy `N` tends to
`1 / (1 - exp(-2πr))` as `N` grows. -/
theorem midplateau_excess_asymptotic {r : ℝ} (hr : 0 < r) :
    Tendsto (fun N : ℕ => (conductance r N - N) / Real.exp (-(2 * π * r * (N + 1 / 2))))
      atTop (𝓝 (1 / (1 - Real.exp (-(2 * π * r))))) := by
  have hq : Real.exp (-(2 * π * r)) < 1 :=
    Real.exp_lt_one_iff.mpr (neg_lt_zero.mpr (by positivity))
  have he : Tendsto (fun N : ℕ => Real.exp (-(2 * π * r * (N + 1 / 2)))) atTop (𝓝 0) := by
    have h := (tendsto_pow_atTop_nhds_zero_of_lt_one (Real.exp_pos _).le hq).const_mul
      (Real.exp (-(π * r)))
    rw [mul_zero] at h
    refine h.congr (fun N => ?_)
    rw [← Real.exp_nat_mul, ← Real.exp_add]
    congr 1
    ring
  have hlow : Tendsto (fun N : ℕ => 1 / (1 - Real.exp (-(2 * π * r))) /
      (1 + Real.exp (-(2 * π * r * (N + 1 / 2))))) atTop
      (𝓝 (1 / (1 - Real.exp (-(2 * π * r))))) := by
    have h := (tendsto_const_nhds (x := 1 / (1 - Real.exp (-(2 * π * r))))).div
      (he.const_add 1) (by norm_num)
    rw [add_zero, div_one] at h
    exact h
  -- squeeze the scaled excess between the two geometric bounds
  refine tendsto_of_tendsto_of_tendsto_of_le_of_le hlow tendsto_const_nhds
    (fun N => ?_) (fun N => ?_)
  · have hl := (conductance_bounds hr (-(N : ℝ))).1
    have e : 2 * π * r * (-(N : ℝ) - 1 / 2) = -(2 * π * r * (N + 1 / 2)) := by ring
    rw [e] at hl
    show _ ≤ (conductance r N - N) / Real.exp (-(2 * π * r * (N + 1 / 2)))
    rw [conductance_reflection hr N, add_sub_cancel_left, le_div_iff₀ (Real.exp_pos _)]
    refine le_trans (le_of_eq ?_) hl
    ring
  · have hu := (midplateau_excess hr N).2
    show (conductance r N - N) / Real.exp (-(2 * π * r * (N + 1 / 2))) ≤ _
    rw [div_le_iff₀ (Real.exp_pos _)]
    refine le_trans hu.le (le_of_eq ?_)
    ring

end

end SaddlePointMidPlateau
```

```lean
#print axioms SaddlePointMidPlateau.conductance_bounds
#print axioms SaddlePointMidPlateau.midplateau_excess_asymptotic
```

```
'SaddlePointMidPlateau.conductance_bounds' depends on axioms: [propext, Classical.choice, Quot.sound]
'SaddlePointMidPlateau.midplateau_excess_asymptotic' depends on axioms: [propext, Classical.choice, Quot.sound]
```
